# Commutation relations of the ladder operators and J_z for a spin n/2

For every natural number n, `ladder_algebra` states that the matrices of a single spin n/2, in units where ħ = 1, satisfy [J_z, J₊] = J₊, [J_z, J₋] = −J₋ and [J₊, J₋] = 2J_z. The matrices act on the n + 1 states m = n/2 − i, with i running from 0 to n; J_z is diagonal, J₊ has entries √(k(n + 1 − k)) just above the diagonal, and J₋ is the transpose of J₊. The attempt checks the first two relations entry by entry. For the third it first shows that J₊J₋ and J₋J₊ are both diagonal, with explicit entries, and then subtracts them.

This version doesn't compile in Lean 4 with Mathlib:

```lean
import Mathlib

open scoped Matrix
open Complex (I)

namespace LadderAlgebra

noncomputable section

/-- Operators on the `n + 1` states of a spin `n/2`; index `i` stands for `m = n/2 - i`. -/
abbrev Op (n : ℕ) := Matrix (Fin (n + 1)) (Fin (n + 1)) ℂ

/-- The ladder coefficient `√(k (n + 1 - k))`, for `k ≤ n + 1`. -/
def ladder (n k : ℕ) : ℝ := √((k : ℝ) * ((n : ℝ) + 1 - k))

/-- The raising operator `J₊`, which takes state `j` to state `j - 1`. -/
def raising (n : ℕ) : Op n :=
  Matrix.of fun i j => if (i : ℕ) + 1 = (j : ℕ) then (ladder n j : ℂ) else 0

/-- The operator `J_z`, diagonal with entries `n/2 - i`. -/
def spinZ (n : ℕ) : Op n := Matrix.diagonal fun i => (n : ℂ) / 2 - ((i : ℕ) : ℂ)

/-- Multiplying by `J₊` from the left or right shifts an index by one and multiplies by the
ladder coefficient. -/
theorem ladder_action {n : ℕ} {k l : Fin (n + 1)} (h : (k : ℕ) + 1 = (l : ℕ))
    (M : Op n) (j : Fin (n + 1)) :
    (raising n * M) k j = ladder n l * M l j ∧
      (M * raising n) j l = M j k * ladder n l := by
  constructor
  · rw [Matrix.mul_apply, Finset.sum_eq_single l]
    · simp [raising, h]
    · intro b _ hb
      have : ¬ (k : ℕ) + 1 = (b : ℕ) := fun e => hb (Fin.ext (by omega))
      simp [raising, this]
    · intro hl
      exact absurd (Finset.mem_univ _) hl
  · rw [Matrix.mul_apply, Finset.sum_eq_single k]
    · simp [raising, h]
    · intro b _ hb
      have : ¬ (b : ℕ) + 1 = (l : ℕ) := fun e => hb (Fin.ext (by omega))
      simp [raising, this]
    · intro hl
      exact absurd (Finset.mem_univ _) hl

/-- The ladder algebra `[J_z, J₊] = J₊`, `[J_z, J₋] = -J₋`, `[J₊, J₋] = 2 J_z`. -/
theorem ladder_algebra (n : ℕ) :
    spinZ n * raising n - raising n * spinZ n = raising n ∧
    spinZ n * (raising n)ᵀ - (raising n)ᵀ * spinZ n = -(raising n)ᵀ ∧
    raising n * (raising n)ᵀ - (raising n)ᵀ * raising n = (2 : ℂ) • spinZ n := by
  have sq (k : ℕ) (hk : k ≤ n + 1) :
      (ladder n k : ℂ) * ladder n k = (k : ℂ) * ((n : ℂ) + 1 - k) := by
    have hk' : (k : ℝ) ≤ (n : ℝ) + 1 := by exact_mod_cast hk
    have h : ladder n k * ladder n k = (k : ℝ) * ((n : ℝ) + 1 - k) :=
      Real.mul_self_sqrt (mul_nonneg (Nat.cast_nonneg k) (sub_nonneg.2 hk'))
    have h2 := congrArg Complex.ofReal h
    push_cast at h2
    linear_combination h2
  -- both products of ladder operators are diagonal
  have hpm : raising n * (raising n)ᵀ =
      Matrix.diagonal fun i => (((i : ℕ) : ℂ) + 1) * ((n : ℂ) - ((i : ℕ) : ℂ)) := by
    ext i j
    by_cases hi : (i : ℕ) + 1 < n + 1
    · obtain ⟨k, hk⟩ : ∃ k : Fin (n + 1), (i : ℕ) + 1 = (k : ℕ) := ⟨⟨i + 1, hi⟩, rfl⟩
      rw [(ladder_action hk _ j).1, Matrix.transpose_apply]
      rcases eq_or_ne i j with rfl | h
      · have hk' : ((k : ℕ) : ℂ) = ((i : ℕ) : ℂ) + 1 := by exact_mod_cast hk.symm
        have s := sq k k.isLt.le
        rw [hk'] at s
        rw [Matrix.diagonal_apply_eq]
        simp only [raising, Matrix.of_apply, if_pos hk]
        linear_combination s
      · have : ¬ (j : ℕ) + 1 = (k : ℕ) := fun e => h (Fin.ext (by omega))
        simp [raising, this, h]
    · have e : (i : ℕ) = n := by have := i.isLt; omega
      rw [Matrix.mul_apply, Finset.sum_eq_zero]
      · rcases eq_or_ne i j with rfl | h
        · simp [e]
        · simp [h]
      · intro k _
        have : ¬ (i : ℕ) + 1 = (k : ℕ) := by have := k.isLt; omega
        simp [raising, this]
  have hmp : (raising n)ᵀ * raising n =
      Matrix.diagonal fun i => ((i : ℕ) : ℂ) * ((n : ℂ) + 1 - ((i : ℕ) : ℂ)) := by
    ext i j
    by_cases hj : (j : ℕ) = 0
    · rw [Matrix.mul_apply, Finset.sum_eq_zero]
      · rcases eq_or_ne i j with rfl | h
        · simp [hj]
        · simp [h]
      · intro k _
        have : ¬ (k : ℕ) + 1 = (j : ℕ) := by omega
        simp [raising, this]
    · obtain ⟨k, hk⟩ : ∃ k : Fin (n + 1), (k : ℕ) + 1 = (j : ℕ) :=
        ⟨⟨j - 1, by have := j.isLt; omega⟩, by simp only []; omega⟩
      rw [(ladder_action hk _ i).2, Matrix.transpose_apply]
      rcases eq_or_ne i j with rfl | h
      · rw [Matrix.diagonal_apply_eq]
        simp only [raising, Matrix.of_apply, if_pos hk]
        exact sq i i.isLt.le
      · have : ¬ (k : ℕ) + 1 = (i : ℕ) := fun e => h (Fin.ext (by omega))
        simp [raising, this, h]
  refine ⟨?_, ?_, ?_⟩
  · ext i j
    simp only [Matrix.sub_apply, spinZ, Matrix.diagonal_mul, Matrix.mul_diagonal, raising,
      Matrix.of_apply]
    split_ifs with h
    · have h' : ((j : ℕ) : ℂ) = ((i : ℕ) : ℂ) + 1 := by exact_mod_cast h.symm
      rw [h']; ring
    · ring
  · ext i j
    simp only [Matrix.sub_apply, Matrix.neg_apply, spinZ, Matrix.diagonal_mul,
      Matrix.mul_diagonal, Matrix.transpose_apply, raising, Matrix.of_apply]
    split_ifs with h
    · have h' : ((i : ℕ) : ℂ) = ((j : ℕ) : ℂ) + 1 := by exact_mod_cast h.symm
      rw [h']; ring
    · ring
  · rw [hpm, hmp, spinZ]
    ext i j
    rcases eq_or_ne i j with rfl | h
    · simp only [Matrix.sub_apply, Matrix.smul_apply, Matrix.diagonal_apply_eq, smul_eq_mul]
      ring
    · simp [h]

end

end LadderAlgebra
```

Compiling this gives:

```
Main.lean:60:6: error: Type mismatch
  Matrix.diagonal fun i => (↑i + 1) * (↑n - ↑i)
has type
  Matrix ℕ ℕ ℂ
but is expected to have type
  Matrix (Fin (n + 1)) (Fin (n + 1)) ℂ
Main.lean:83:6: error: Type mismatch
  Matrix.diagonal fun i => ↑i * (↑n + 1 - ↑i)
has type
  Matrix ℕ ℕ ℂ
but is expected to have type
  Matrix (Fin (n + 1)) (Fin (n + 1)) ℂ
```

After these edits no error is left:

```diff
@@ -58,8 +58,10 @@
   -- both products of ladder operators are diagonal
   have hpm : raising n * (raising n)ᵀ =
-      Matrix.diagonal fun i => (((i : ℕ) : ℂ) + 1) * ((n : ℂ) - ((i : ℕ) : ℂ)) := by
+      Matrix.diagonal fun i : Fin (n + 1) =>
+        (((i : ℕ) : ℂ) + 1) * ((n : ℂ) - ((i : ℕ) : ℂ)) := by
     ext i j
     by_cases hi : (i : ℕ) + 1 < n + 1
-    · obtain ⟨k, hk⟩ : ∃ k : Fin (n + 1), (i : ℕ) + 1 = (k : ℕ) := ⟨⟨i + 1, hi⟩, rfl⟩
+    · obtain ⟨k, hk⟩ : ∃ k : Fin (n + 1), (i : ℕ) + 1 = (k : ℕ) :=
+        ⟨⟨(i : ℕ) + 1, hi⟩, rfl⟩
       rw [(ladder_action hk _ j).1, Matrix.transpose_apply]
       rcases eq_or_ne i j with rfl | h
@@ -81,5 +83,6 @@
         simp [raising, this]
   have hmp : (raising n)ᵀ * raising n =
-      Matrix.diagonal fun i => ((i : ℕ) : ℂ) * ((n : ℂ) + 1 - ((i : ℕ) : ℂ)) := by
+      Matrix.diagonal fun i : Fin (n + 1) =>
+        ((i : ℕ) : ℂ) * ((n : ℂ) + 1 - ((i : ℕ) : ℂ)) := by
     ext i j
     by_cases hj : (j : ℕ) = 0
@@ -92,5 +95,6 @@
         simp [raising, this]
     · obtain ⟨k, hk⟩ : ∃ k : Fin (n + 1), (k : ℕ) + 1 = (j : ℕ) :=
-        ⟨⟨j - 1, by have := j.isLt; omega⟩, by simp only []; omega⟩
+        ⟨⟨(j : ℕ) - 1, by have := j.isLt; omega⟩,
+          Nat.sub_add_cancel (Nat.pos_of_ne_zero hj)⟩
       rw [(ladder_action hk _ i).2, Matrix.transpose_apply]
       rcases eq_or_ne i j with rfl | h
```

Cause. Both messages say that the right side of an equation is a matrix indexed by all of `ℕ`, where one indexed by `Fin (n + 1)` is needed. The equations are `hpm` and `hmp`, which give the two products of ladder operators as diagonal matrices.

In each, `fun i` gives no type for `i`. Lean elaborates the two sides of an `=` before making their types agree, so the left side does not settle what `i` is. The first thing that does is `(i : ℕ)`, meant as a conversion from `Fin (n + 1)`; with the type still open, Lean simply takes `i` to be a natural number. The same form works in `spinZ`, where the declared type `Op n` fixes the index beforehand.

Writing `fun i : Fin (n + 1)` cures both errors, since `(i : ℕ)` is then a conversion.

The other changes are tidying: two conversions to `ℕ` are written out, and `Nat.sub_add_cancel` replaces a `simp only []; omega` proof of the same equation.
